# Secant error bound in one dimension for Lipschitz curvature bounded away from zero

## The secant step and its notation

Let $x$ be a coordinate along a line in configuration space, $E(x)$ the energy and $g=E'$ its gradient. A minimum or barrier top along the line is a point $r$ with $g(r)=0$. From gradients at two geometries $a$ and $b$, the secant method estimates $r$ by

$$c=b-\frac{g(b)(b-a)}{g(b)-g(a)}.$$

The curvature $g'$ is assumed to vary at a rate of at most $L$ and to have magnitude at least $m>0$ on an interval $s$ containing $r$ and the distinct points $a$ and $b$. Here $m$ is a force-constant bound, not a mass. The result is

$$|c-r|\le\frac{L\,|a-r|\,|b-r|}{2m}.$$

This bounds one secant step in a line search or in a barrier search along a one-parameter path. Passing from the line to a molecule needs more: a stationary point along the line is one of the full energy surface only if the transverse gradient also vanishes.

```lean
import Mathlib

open Set Filter Topology

namespace SecantGeometryOptimisation

noncomputable section
```

In Lean, $c$ is `secantPoint g a b`.

```lean
/-- The secant update for a gradient `g` from the two geometries `a` and `b`, meaningful for
`g a ≠ g b`; otherwise Lean's division by zero makes it `b`. -/
def secantPoint (g : ℝ → ℝ) (a b : ℝ) : ℝ :=
  b - g b * (b - a) / (g b - g a)
```

## A differentiable gradient on an interval

The hypothesis `hg` says that $g$ has the two-sided derivative `g' x` at each $x\in s$; it ties the separate function `g'` to $g$. Physically, the energy curve has a well-defined curvature there. `hs` makes $s$ convex, so the line between two geometries in $s$ stays in $s$. Taking $s=\mathbb R$ gives the global version.

By hand, both are used to apply the mean value theorem along segments. Suppose $|F'(t)|\le Kt$ on $[0,1]$. For $\sigma=\pm1$, the theorem applied to $\sigma F(t)-Kt^2/2$ gives a $\tau\in(0,1)$ with

$$\sigma(F(1)-F(0))-\tfrac K2=\sigma F'(\tau)-K\tau\le0.$$

The two signs together give $|F(1)-F(0)|\le K/2$. This is `abs_increment_le`, whose inner statement `key` treats both signs.

```lean
/-- A quantity whose rate of change on `[0, 1]` is at most `K t` in absolute value
changes by at most `K / 2` between `0` and `1`. -/
theorem abs_increment_le {F F' : ℝ → ℝ} {K : ℝ}
    (hF : ∀ t ∈ Icc (0 : ℝ) 1, HasDerivAt F (F' t) t)
    (hK : ∀ t ∈ Icc (0 : ℝ) 1, |F' t| ≤ K * t) : |F 1 - F 0| ≤ K / 2 := by
  -- the mean value theorem for `σ F t - K t² / 2`, with either sign `σ`
  have key : ∀ σ : ℝ, |σ| = 1 → σ * (F 1 - F 0) ≤ K / 2 := by
    intro σ hσ
    have hd : ∀ t ∈ Icc (0 : ℝ) 1,
        HasDerivAt (fun u => σ * F u - K / 2 * (u * u)) (σ * F' t - K * t) t := by
      intro t ht
      have h := ((hF t ht).const_mul σ).fun_sub
        (((hasDerivAt_id' t).fun_mul (hasDerivAt_id' t)).const_mul (K / 2))
      exact h.congr_deriv (by ring)
    obtain ⟨c, hc, h⟩ := exists_hasDerivAt_eq_slope
      (fun u => σ * F u - K / 2 * (u * u)) (fun u => σ * F' u - K * u) zero_lt_one
      (fun t ht => (hd t ht).continuousAt.continuousWithinAt)
      (fun t ht => hd t (Ioo_subset_Icc_self ht))
    have hb : σ * F' c ≤ K * c := by
      calc σ * F' c ≤ |σ * F' c| := le_abs_self _
        _ = |F' c| := by rw [abs_mul, hσ, one_mul]
        _ ≤ K * c := hK c (Ioo_subset_Icc_self hc)
    simp only [sub_zero, div_one, mul_one, mul_zero] at h
    linarith
  have h1 := key 1 (by simp)
  have h2 := key (-1) (by simp)
  rw [abs_le]
  constructor <;> linarith
```

`segment_deriv` supplies the membership of the segment in $s$ and the chain rule along it.

```lean
variable {g g' : ℝ → ℝ} {s : Set ℝ} {L m a b r : ℝ}

/-- Along the straight path from `a` to `b` in a convex region where `g` has derivative `g'`,
the path stays in the region and the gradient changes at the rate `g' · (b - a)`. -/
theorem segment_deriv (hs : Convex ℝ s) (hg : ∀ x ∈ s, HasDerivAt g (g' x) x)
    (ha : a ∈ s) (hb : b ∈ s) {t : ℝ} (ht : t ∈ Icc (0 : ℝ) 1) :
    a + t * (b - a) ∈ s ∧
      HasDerivAt (fun u => g (a + u * (b - a))) (g' (a + t * (b - a)) * (b - a)) t := by
  have hmem : a + t * (b - a) ∈ s := by
    have h := hs ha hb (sub_nonneg.2 ht.2) ht.1 (by ring : 1 - t + t = 1)
    have e : a + t * (b - a) = (1 - t) • a + t • b := by
      simp only [smul_eq_mul]
      ring
    rw [e]
    exact h
  have hl : HasDerivAt (fun u : ℝ => a + u * (b - a)) (b - a) t :=
    (((hasDerivAt_id' t).mul_const (b - a)).const_add a).congr_deriv (one_mul _)
  have h := HasDerivAt.comp_of_eq t (hg _ hmem) hl rfl
  exact ⟨hmem, h⟩
```

Without convexity the result can fail. Take $g=\sin$, $s=\{0,2\pi\}$, $a=r=0$ and $b=2\pi$. The other hypotheses hold with $L=0$ and $m=1$, yet $g(a)=g(b)$ and there is no secant step.

## Curvature that changes at a bounded rate

The constant $L$ in `hL` limits the anharmonicity: where $E$ has a third derivative, $L$ bounds its magnitude. To use it, define

$$F(t)=(r-b)\,g(b+t(a-b))-(a-b)\,g(b+t(r-b)).$$

Its derivative is

$$F'(t)=(r-b)(a-b)\,[g'(b+t(a-b))-g'(b+t(r-b))].$$

The two arguments are $t|a-r|$ apart, so $|F'(t)|\le Kt$ with $K=L|a-r||b-r||b-a|$. Writing $T=F(1)-F(0)$, we get

$$T=(r-b)(g(a)-g(b))-(a-b)(g(r)-g(b)),\qquad |T|\le K/2.$$

In `three_point_estimate`, `hK` is the bound on $F'$, and `abs_increment_le` then gives the bound on $T$.

```lean
/-- Three-point estimate: for `a`, `b`, `r` in a convex region where the curvature `g'` is
`L`-Lipschitz, `(r - b) (g a - g b)` and `(a - b) (g r - g b)` differ by at most `L / 2` times the
product of the three distances between the points. -/
theorem three_point_estimate (hs : Convex ℝ s) (hg : ∀ x ∈ s, HasDerivAt g (g' x) x)
    (hL : ∀ x ∈ s, ∀ y ∈ s, |g' x - g' y| ≤ L * |x - y|)
    (ha : a ∈ s) (hb : b ∈ s) (hr : r ∈ s) :
    |(r - b) * (g a - g b) - (a - b) * (g r - g b)|
      ≤ L / 2 * (|a - r| * |b - r| * |b - a|) := by
  have hK : ∀ t ∈ Icc (0 : ℝ) 1,
      |(r - b) * (g' (b + t * (a - b)) * (a - b))
        - (a - b) * (g' (b + t * (r - b)) * (r - b))|
        ≤ L * (|a - r| * |b - r| * |b - a|) * t := by
    intro t ht
    -- at time `t` the two paths are a distance `t |a - r|` apart
    have h := hL _ (segment_deriv hs hg hb ha ht).1 _ (segment_deriv hs hg hb hr ht).1
    have e : b + t * (a - b) - (b + t * (r - b)) = t * (a - r) := by ring
    rw [e, abs_mul, abs_of_nonneg ht.1] at h
    calc _ = |b - r| * |b - a| * |g' (b + t * (a - b)) - g' (b + t * (r - b))| := by
          rw [← abs_mul, ← abs_mul]
          congr 1
          ring
      _ ≤ |b - r| * |b - a| * (L * (t * |a - r|)) :=
          mul_le_mul_of_nonneg_left h (by positivity)
      _ = _ := by ring
  have key := abs_increment_le
    (F := fun t => (r - b) * g (b + t * (a - b)) - (a - b) * g (b + t * (r - b)))
    (fun t ht => ((segment_deriv hs hg hb ha ht).2.const_mul (r - b)).fun_sub
      ((segment_deriv hs hg hb hr ht).2.const_mul (a - b))) hK
  simp only [one_mul, zero_mul, add_zero, add_sub_cancel] at key
  have e : (r - b) * (g a - g b) - (a - b) * (g r - g b)
      = (r - b) * g a - (a - b) * g r - ((r - b) * g b - (a - b) * g b) := by ring
  rw [e]
  linarith
```

Continuity of the curvature alone would not give an error of second order. For $g(x)=x+|x|^{3/2}$ near $r=0$, with $a=-h$ and $b=h>0$, the secant point is $-h^{3/2}$, whose magnitude exceeds any fixed multiple of $h^2$ for small $h$.

## Curvature bounded away from zero

`hm0` and `hm` exclude inflection points of the energy from $s$. The absolute value admits both wells and barriers. The mean value theorem gives a point $\xi$ between $a$ and $b$ with

$$|g(b)-g(a)|=|g'(\xi)|\,|b-a|\ge m|b-a|.$$

`gradient_gap` obtains $\xi$ as a point on the segment.

```lean
/-- If the curvature is at least `m` in absolute value on a convex region, the gradients at two
of its points differ by at least `m` times their distance. -/
theorem gradient_gap (hs : Convex ℝ s) (hg : ∀ x ∈ s, HasDerivAt g (g' x) x)
    (hm : ∀ x ∈ s, m ≤ |g' x|) (ha : a ∈ s) (hb : b ∈ s) :
    m * |b - a| ≤ |g b - g a| := by
  obtain ⟨c, hc, h⟩ := exists_hasDerivAt_eq_slope (fun u => g (a + u * (b - a)))
    (fun u => g' (a + u * (b - a)) * (b - a)) zero_lt_one
    (fun t ht => (segment_deriv hs hg ha hb ht).2.continuousAt.continuousWithinAt)
    (fun t ht => (segment_deriv hs hg ha hb (Ioo_subset_Icc_self ht)).2)
  simp only [one_mul, zero_mul, add_zero, add_sub_cancel, sub_zero, div_one] at h
  rw [← h, abs_mul]
  exact mul_le_mul_of_nonneg_right
    (hm _ (segment_deriv hs hg ha hb (Ioo_subset_Icc_self hc)).1) (abs_nonneg _)
```

If the curvature may vanish somewhere, the step can be undefined: $g(x)=x^2-1$ has $r=1$, but $g(-h)=g(h)$ for every $h$.

## A stationary point and two distinct geometries

The existence of $r$ in $s$ is assumed, and `hr0` says $g(r)=0$. With $D=g(b)-g(a)$, this turns the error into the three-point expression:

$$(c-r)D=(b-r)(g(b)-g(a))-g(b)(b-a)=T.$$

The hypothesis `hab`, $a\ne b$, makes $|D|\ge m|b-a|$ positive. Therefore

$$|c-r|=\frac{|T|}{|D|}\le\frac{L|a-r||b-r||b-a|}{2m|b-a|}=\frac{L|a-r||b-r|}{2m}.$$

`secant_error` states both that $g(a)\ne g(b)$ and that this bound holds. In its proof, `e` is the identity $c-r=T/D$, and the final `calc` combines the two estimates. It also deduces $L\ge0$ from `hL` and `hab`.

```lean
/-- Secant error bound: on a convex region with `L`-Lipschitz curvature of absolute value at
least `m > 0`, the secant step from distinct `a`, `b` is well defined, and its distance from the
stationary point `r` is at most `L |a - r| |b - r| / (2 m)`. -/
theorem secant_error (hs : Convex ℝ s) (hg : ∀ x ∈ s, HasDerivAt g (g' x) x)
    (hL : ∀ x ∈ s, ∀ y ∈ s, |g' x - g' y| ≤ L * |x - y|)
    (hm0 : 0 < m) (hm : ∀ x ∈ s, m ≤ |g' x|)
    (ha : a ∈ s) (hb : b ∈ s) (hr : r ∈ s) (hr0 : g r = 0) (hab : a ≠ b) :
    g a ≠ g b ∧ |secantPoint g a b - r| ≤ L * |a - r| * |b - r| / (2 * m) := by
  have hgap := gradient_gap hs hg hm ha hb
  have h3 := three_point_estimate hs hg hL ha hb hr
  have hpos : 0 < |a - b| := abs_pos.2 (sub_ne_zero.2 hab)
  have hpos' : 0 < |b - a| := abs_pos.2 (sub_ne_zero.2 hab.symm)
  have hD : 0 < |g b - g a| := (mul_pos hm0 hpos').trans_le hgap
  have hD0 : g b - g a ≠ 0 := abs_pos.1 hD
  have hL0 : 0 ≤ L := le_of_not_gt fun h =>
    absurd ((abs_nonneg _).trans (hL a ha b hb))
      (not_le_of_gt (mul_neg_of_neg_of_pos h hpos))
  refine ⟨fun h => hD0 (by rw [h, sub_self]), ?_⟩
  -- the error is the three-point expression divided by the gradient difference
  have e : secantPoint g a b - r
      = ((r - b) * (g a - g b) - (a - b) * (g r - g b)) / (g b - g a) := by
    rw [hr0, eq_div_iff hD0, secantPoint, sub_right_comm, sub_mul, div_mul_cancel₀ _ hD0]
    ring
  rw [e, abs_div, div_le_div_iff₀ hD (by positivity)]
  calc _ ≤ L / 2 * (|a - r| * |b - r| * |b - a|) * (2 * m) :=
        mul_le_mul_of_nonneg_right h3 (by positivity)
    _ = L * |a - r| * |b - r| * (m * |b - a|) := by ring
    _ ≤ _ := mul_le_mul_of_nonneg_left hgap (by positivity)
```

Without $g(r)=0$ the bound fails already for linear $g$, where $L=0$ would force $c=r$ for any chosen $r$. With $a=b$ there is no chord.

For $g(x)=p(x-r)+k(x-r)^2$, a cubic energy, put $u=a-r$ and $v=b-r$. Then $D=(b-a)(p+k(u+v))$, and

$$c-r=v-\frac{v(p+kv)}{p+k(u+v)}=\frac{kuv}{p+k(u+v)}.$$

The next theorem needs only distinct points and a nonzero denominator.

```lean
/-- For the gradient `p (x - r) + k (x - r)²` the secant error is exactly
`k (a - r) (b - r) / (p + k (a + b - 2 r))`, for distinct `a`, `b` and nonzero denominator. -/
theorem secant_error_quadratic (p k : ℝ) (hab : a ≠ b)
    (h : p + k * (a + b - 2 * r) ≠ 0) :
    secantPoint (fun x => p * (x - r) + k * (x - r) ^ 2) a b - r
      = k * (a - r) * (b - r) / (p + k * (a + b - 2 * r)) := by
  have hba : b - a ≠ 0 := sub_ne_zero.2 hab.symm
  have hD : p * (b - r) + k * (b - r) ^ 2 - (p * (a - r) + k * (a - r) ^ 2)
      = (p + k * (a + b - 2 * r)) * (b - a) := by ring
  simp only [secantPoint]
  rw [hD, mul_div_mul_right _ _ hba, eq_div_iff h, sub_right_comm, sub_mul,
    div_mul_cancel₀ _ h]
  ring
```

## Starting close enough to repeat the step

For a run $x_0,x_1,\dots$, the region is the interval of radius $\rho$ about $r$. Both starting points lie in it, $L>0$, and $L\rho\le2mq$ with $0\le q\le1$. Physically, the curvature anywhere in the interval differs from its value at $r$ by at most $2q$ times the lower bound $m$.

Let $e_n=|x_n-r|$. The one-step bound gives $e_{n+2}\le Le_ne_{n+1}/(2m)\le e_{n+1}$, so the iterates stay in the interval. The scaled errors $\varepsilon_n=Le_n/(2m)$ satisfy $\varepsilon_0,\varepsilon_1\le q$ and $\varepsilon_{n+2}\le\varepsilon_n\varepsilon_{n+1}$. The exponents of $q$ add, so

$$e_n\le\frac{2m}{L}\,q^{\mathrm{Fib}(n+1)},\qquad \mathrm{Fib}(1)=\mathrm{Fib}(2)=1.$$

The two-step induction in `secant_iterates_error` proves both claims together, up to a last index `N`. The hypothesis `hx` requires distinct points in each step.

```lean
/-- Fibonacci error law: let `g` have an `L`-Lipschitz derivative `g'`, with `L > 0` and
`|g'| ≥ m > 0`, within `ρ` of the stationary point `r`, and `L ρ ≤ 2 m q` with `0 ≤ q ≤ 1`. Secant
iterates started within `ρ` of `r` stay there, with error at most `(2 m / L) q ^ Fib (n + 1)`, as
long as the two points used in each step are distinct. -/
theorem secant_iterates_error {ρ q : ℝ} {x : ℕ → ℝ} {N : ℕ}
    (hg : ∀ y ∈ Metric.closedBall r ρ, HasDerivAt g (g' y) y) (hL0 : 0 < L)
    (hL : ∀ y ∈ Metric.closedBall r ρ, ∀ z ∈ Metric.closedBall r ρ,
      |g' y - g' z| ≤ L * |y - z|)
    (hm0 : 0 < m) (hm : ∀ y ∈ Metric.closedBall r ρ, m ≤ |g' y|) (hr0 : g r = 0)
    (hq0 : 0 ≤ q) (hq1 : q ≤ 1) (hq : L * ρ ≤ 2 * m * q)
    (h0 : |x 0 - r| ≤ ρ) (h1 : |x 1 - r| ≤ ρ)
    (hx : ∀ k, k + 2 ≤ N → x k ≠ x (k + 1) ∧ x (k + 2) = secantPoint g (x k) (x (k + 1))) :
    ∀ n, n ≤ N → |x n - r| ≤ ρ ∧ |x n - r| ≤ 2 * m / L * q ^ Nat.fib (n + 1) := by
  have hρ : ρ ≤ 2 * m / L * q := by
    rw [div_mul_eq_mul_div, le_div_iff₀ hL0]
    linarith
  have hball : ∀ y, |y - r| ≤ ρ → y ∈ Metric.closedBall r ρ := fun y hy => by
    rwa [Metric.mem_closedBall, Real.dist_eq]
  intro n
  induction n using Nat.twoStepInduction with
  | zero => exact fun _ => ⟨h0, (h0.trans hρ).trans_eq (by simp)⟩
  | one => exact fun _ => ⟨h1, (h1.trans hρ).trans_eq (by simp)⟩
  | more n ih0 ih1 =>
    intro hn
    obtain ⟨hne, hstep⟩ := hx n hn
    obtain ⟨a1, a2⟩ := ih0 (by omega)
    obtain ⟨b1, b2⟩ := ih1 (by omega)
    have hr : r ∈ Metric.closedBall r ρ :=
      Metric.mem_closedBall_self ((abs_nonneg _).trans h0)
    have h := (secant_error (convex_closedBall r ρ) hg hL hm0 hm
      (hball _ a1) (hball _ b1) hr hr0 hne).2
    rw [← hstep] at h
    constructor
    · -- the error does not grow, so the iterate stays in the region
      have hA : L * |x n - r| ≤ 2 * m := by
        have i1 := mul_le_mul_of_nonneg_left a1 hL0.le
        have i2 := mul_le_mul_of_nonneg_left hq1 (by positivity : 0 ≤ 2 * m)
        linarith
      have hB := mul_le_mul_of_nonneg_right hA (abs_nonneg (x (n + 1) - r))
      exact (h.trans ((div_le_iff₀ (by positivity)).2 (by linarith))).trans b1
    · -- the exponents add, which is the Fibonacci recursion
      have alg : ∀ u v : ℝ,
          L * (2 * m / L * u) * (2 * m / L * v) / (2 * m) = 2 * m / L * (u * v) := by
        intro u v
        field_simp
      have hfib : Nat.fib (n + 2 + 1) = Nat.fib (n + 1) + Nat.fib (n + 1 + 1) :=
        @Nat.fib_add_two (n + 1)
      rw [hfib, pow_add, ← alg]
      refine h.trans ?_
      gcongr
```

Without the condition on $\rho$, the one-step bound no longer keeps the iterates where $L$ and $m$ apply. At $q=1$ the error bound does not shrink, so `secant_converges` asks for $q<1$. Since $n\le\mathrm{Fib}(n+1)$, the error is then at most $(2m/L)q^n$, which tends to zero. This theorem concerns unending runs; a run that reaches $r$ exactly soon repeats a point and ends.

```lean
/-- Under the conditions of `secant_iterates_error` on `g`, `ρ` and the starting points, but with
`q < 1`, an unending secant run whose consecutive iterates are always distinct converges to the
stationary point `r`. -/
theorem secant_converges {ρ q : ℝ} {x : ℕ → ℝ}
    (hg : ∀ y ∈ Metric.closedBall r ρ, HasDerivAt g (g' y) y) (hL0 : 0 < L)
    (hL : ∀ y ∈ Metric.closedBall r ρ, ∀ z ∈ Metric.closedBall r ρ,
      |g' y - g' z| ≤ L * |y - z|)
    (hm0 : 0 < m) (hm : ∀ y ∈ Metric.closedBall r ρ, m ≤ |g' y|) (hr0 : g r = 0)
    (hq0 : 0 ≤ q) (hq1 : q < 1) (hq : L * ρ ≤ 2 * m * q)
    (h0 : |x 0 - r| ≤ ρ) (h1 : |x 1 - r| ≤ ρ)
    (hx : ∀ k, x k ≠ x (k + 1) ∧ x (k + 2) = secantPoint g (x k) (x (k + 1))) :
    Tendsto x atTop (𝓝 r) := by
  have hlim := (tendsto_pow_atTop_nhds_zero_of_lt_one hq0 hq1).const_mul (2 * m / L)
  rw [mul_zero] at hlim
  refine tendsto_iff_dist_tendsto_zero.2 (squeeze_zero (fun _ => dist_nonneg) ?_ hlim)
  intro n
  have h := (secant_iterates_error (N := n) hg hL0 hL hm0 hm hr0 hq0 hq1.le hq h0 h1
    (fun k _ => hx k) n le_rfl).2
  have hn : n ≤ Nat.fib (n + 1) := by
    have := Nat.le_fib_add_one (n + 1)
    omega
  rw [Real.dist_eq]
  exact h.trans (mul_le_mul_of_nonneg_left (pow_le_pow_of_le_one hq0 hq1.le hn)
    (by positivity))

end

end SecantGeometryOptimisation
```

```lean
#print axioms SecantGeometryOptimisation.secant_error
-- 'SecantGeometryOptimisation.secant_error' depends on axioms: [propext, Classical.choice, Quot.sound]
#print axioms SecantGeometryOptimisation.secant_error_quadratic
-- 'SecantGeometryOptimisation.secant_error_quadratic' depends on axioms: [propext, Classical.choice, Quot.sound]
#print axioms SecantGeometryOptimisation.secant_converges
-- 'SecantGeometryOptimisation.secant_converges' depends on axioms: [propext, Classical.choice, Quot.sound]
```
